# For a mirror-symmetric chain with nearest-neighbour hopping −1, the squared lower left transfer entry is one minus the product of the diagonal entries

The lemma concerns one particle on a finite chain with real on-site potentials and the same hopping amplitude −1 between all nearest neighbours. Once the sign of the wavefunction amplitude is flipped on every second site, a site with potential a has the transfer matrix with rows (E − a, −1) and (1, 0) at energy E. The transfer matrix M of the chain is the ordered product of these site matrices, so its entries are polynomials in E. If the list of potentials reads the same in both directions, the lemma states that M₁₀² = 1 − M₀₀M₁₁, with indices counted from zero, as an identity of polynomials. The attempt shows that reversing a chain transposes M up to a sign off the diagonal, so that mirror symmetry gives M₀₁ = −M₁₀, and then inserts this into det M = 1.

Lean 4 with Mathlib refuses this proof:

```lean
import Mathlib

open Polynomial Matrix

namespace MirrorSq

noncomputable section

/-- Transfer matrix of one site with potential `a`, as a polynomial in the energy `X`; it acts on
amplitudes whose sign is flipped on every second site. -/
def siteTransfer (a : ℝ) : Matrix (Fin 2) (Fin 2) ℝ[X] := !![X - C a, -1; 1, 0]

/-- Transfer matrix of a chain: the ordered product of the transfer matrices of its sites. -/
def chainTransfer : List ℝ → Matrix (Fin 2) (Fin 2) ℝ[X]
  | [] => 1
  | a :: l => siteTransfer a * chainTransfer l

/-- For a mirror-symmetric chain the square of the lower left transfer entry is 1 modulo the
characteristic polynomial. -/
theorem mirror_sq (l : List ℝ) (hl : l.reverse = l) :
    chainTransfer l 1 0 ^ 2 = 1 - chainTransfer l 0 0 * chainTransfer l 1 1 := by
  have happ : ∀ (k : List ℝ) (a : ℝ),
      chainTransfer (k ++ [a]) = chainTransfer k * siteTransfer a := by
    intro k a
    induction k with
    | nil => simp [chainTransfer]
    | cons b k ih => rw [List.cons_append, chainTransfer, ih, chainTransfer, mul_assoc]
  -- reversal transposes the transfer matrix, up to a sign off the diagonal
  have hrev : ∀ k : List ℝ, chainTransfer k.reverse =
      !![1, 0; 0, -1] * (chainTransfer k)ᵀ * !![1, 0; 0, -1] := by
    intro k
    induction k with
    | nil =>
      ext1 i j
      fin_cases i <;> fin_cases j <;> simp [chainTransfer, Matrix.mul_apply, Fin.sum_univ_two]
    | cons a k ih =>
      have hs : !![1, 0; 0, -1] * siteTransfer a = (siteTransfer a)ᵀ * !![1, 0; 0, -1] := by
        ext1 i j
        fin_cases i <;> fin_cases j <;> simp [siteTransfer, Matrix.mul_apply, Fin.sum_univ_two]
      rw [List.reverse_cons, happ, ih, chainTransfer, Matrix.transpose_mul, mul_assoc, hs]
      simp only [mul_assoc]
  have hdet : ∀ k : List ℝ, (chainTransfer k).det = 1 := by
    intro k
    induction k with
    | nil => simp [chainTransfer]
    | cons a k ih => rw [chainTransfer, Matrix.det_mul, ih]; simp [siteTransfer, det_fin_two]
  have h01 : chainTransfer l 0 1 = -chainTransfer l 1 0 := by
    have h := congrFun (congrFun (hrev l) 0) 1
    rw [hl] at h
    simpa [Matrix.mul_apply, Fin.sum_univ_two] using h
  have hd := hdet l
  rw [Matrix.det_fin_two, h01] at hd
  linear_combination hd

end

end MirrorSq
```

Lean reports:

```
Main.lean:50:4: error: Type mismatch: After simplification, term
  h
 has type
  chainTransfer l 0 1 = -(![1, 0] ᵥ* (chainTransfer l)ᵀ) 1
but is expected to have type
  chainTransfer l 0 1 = -chainTransfer l 1 0
```

What went wrong. The error lies in the step `h01`, which reads off M₀₁ = −M₁₀ from the reversal formula. After simplification, `h` has `(![1, 0] ᵥ* (chainTransfer l)ᵀ) 1` where the goal has `chainTransfer l 1 0`. The two are equal, but `simpa` did not bring them to the same form.

The simplifier's default rules rewrite a product whose left factor is an explicit matrix row by row, as vector-matrix products `ᵥ*`. This happened to the inner product, `!![1, 0; 0, -1]` times the transpose, before its entries were expanded. `Matrix.mul_apply` speaks only of entries of a matrix-matrix product, so it could not expand what was left.

The repair first calls `simp only`, which leaves those default rules out. Both products are now expanded into sums of entries, and `Matrix.transpose_apply` turns the transposed entries into entries of `chainTransfer l`. The closing `simpa using h` then only has to evaluate the entries 1, 0 and −1 of the explicit matrices and tidy the arithmetic.

The change, after which it compiles:

```diff
@@ -48,5 +48,6 @@
     have h := congrFun (congrFun (hrev l) 0) 1
     rw [hl] at h
-    simpa [Matrix.mul_apply, Fin.sum_univ_two] using h
+    simp only [Matrix.mul_apply, Fin.sum_univ_two, Matrix.transpose_apply] at h
+    simpa using h
   have hd := hdet l
   rw [Matrix.det_fin_two, h01] at hd
```
